# The 2w ladder of a scale-invariant Hamiltonian in a harmonic trap

In units with ħ = 1, once one level E of a gas in an isotropic harmonic trap of frequency w has been computed, the level E + 2w can be written down without a further diagonalisation, provided the untrapped Hamiltonian obeys the three commutation relations below and the raised vector does not vanish. A simulated breathing oscillation can be compared with the same number 2w. The cubic Gross-Pitaevskii energy in two dimensions has this scale invariance, but the operators here are linear and the nonlinear equation is not represented.

## Three operators and their commutators

Units are ħ = m = 1. Operators live in a complex algebra `A`, and states in a complex vector space `V` of any dimension, without inner product.

```lean
import Mathlib

open Complex
open scoped Polynomial

namespace BreathingModeLadder

noncomputable section

variable {A : Type*} [Ring A] [Algebra ℂ A] {V : Type*} [AddCommGroup V] [Module ℂ V]

/-- The commutator `[a, b] = a b - b a` of two operators. -/
def opComm (a b : A) : A := a * b - b * a
```

H0 is the untrapped Hamiltonian, D generates dilations, and C = ½ Σⱼ xⱼ², with xⱼ the particle coordinates. The relations are

  [D, H0] = 2i H0,  [D, C] = −2i C,  [H0, C] = −i D.

The first says that H0 scales as length⁻², the second that C scales as length², the third that D is the rate of change of C under H0. They are assumed, not derived from an interaction; one that carries its own length scale violates the first.

```lean
/-- The commutation relations among the untrapped Hamiltonian `H0`, the dilation `D` and the
trap operator `C`: `[D,H0] = 2i H0`, `[D,C] = -2i C`, `[H0,C] = -i D`. -/
structure IsConformal (H0 D C : A) : Prop where
  dil_kin : opComm D H0 = (2 * I) • H0
  dil_trap : opComm D C = (-(2 * I)) • C
  kin_trap : opComm H0 C = (-I) • D
```

For real w define

  H = H0 + w²C,  B = H0 − w²C + iwD,  L = H0 − w²C − iwD.

```lean
/-- The trapped Hamiltonian `H = H0 + w² C`. -/
def hamiltonian (H0 C : A) (w : ℝ) : A := H0 + ((w : ℂ) ^ 2) • C

/-- The raising operator `B = H0 - w² C + i w D`. -/
def raising (H0 D C : A) (w : ℝ) : A := H0 - ((w : ℂ) ^ 2) • C + (I * w) • D

/-- The lowering operator `L = H0 - w² C - i w D`. -/
def lowering (H0 D C : A) (w : ℝ) : A := H0 - ((w : ℂ) ^ 2) • C - (I * w) • D
```

## Commutators with the trapped Hamiltonian

Each relation [a, b] = c is used as ab = c + ba.

```lean
/-- The three commutation relations written as rules for reordering products. -/
theorem reorder {H0 D C : A} (h : IsConformal H0 D C) :
    D * H0 = (2 * I) • H0 + H0 * D ∧ D * C = (-(2 * I)) • C + C * D ∧
      H0 * C = (-I) • D + C * H0 :=
  ⟨eq_add_of_sub_eq h.dil_kin, eq_add_of_sub_eq h.dil_trap, eq_add_of_sub_eq h.kin_trap⟩
```

Expanding by bilinearity,

  [H, B] = −2w²[H0, C] + iw[H0, D] + iw³[C, D] = 2iw²D + 2wH0 − 2w³C = 2wB.

Lean expands and reorders with `simp only`; `match_scalars` compares the coefficient of each operator product, and i² = −1 closes what remains.

```lean
/-- `[H, B] = 2 w B` for every real `w`. -/
theorem comm_raising {H0 D C : A} (h : IsConformal H0 D C) (w : ℝ) :
    opComm (hamiltonian H0 C w) (raising H0 D C w) = (2 * (w : ℂ)) • raising H0 D C w := by
  obtain ⟨e1, e2, e3⟩ := reorder h
  simp only [opComm, hamiltonian, raising, mul_add, add_mul, mul_sub, sub_mul,
    smul_mul_assoc, mul_smul_comm, e1, e2, e3]
  match_scalars
  all_goals first | ring1 | (ring_nf; simp only [I_sq]; ring1)
```

Replacing w by −w fixes H and turns B into L. With K = H0 − w²C,

  [H, L] = −2wL,  [L, B] = 2iw[K, D] = 2iw(−2iH0 − 2iw²C) = 4wH.

Lean proves both by the same expansion.

```lean
/-- `[H, L] = -2 w L` and `[L, B] = 4 w H` for every real `w`. -/
theorem comm_lowering {H0 D C : A} (h : IsConformal H0 D C) (w : ℝ) :
    opComm (hamiltonian H0 C w) (lowering H0 D C w) = (-(2 * (w : ℂ))) • lowering H0 D C w ∧
      opComm (lowering H0 D C w) (raising H0 D C w) = (4 * (w : ℂ)) • hamiltonian H0 C w := by
  obtain ⟨e1, e2, e3⟩ := reorder h
  constructor
  all_goals
    simp only [opComm, hamiltonian, raising, lowering, mul_add, add_mul, mul_sub, sub_mul,
      smul_mul_assoc, mul_smul_comm, e1, e2, e3]
    match_scalars
    all_goals first | ring1 | (ring_nf; simp only [I_sq]; ring1)
```

The same reordering gives a neighbouring identity. Since [H, C] = −iD (the step `h1`),

  [H, [H, C]] = −i(−2iH0 + 2iw²C) = 4w²C − 2H.

Under Heisenberg evolution in time t this would read d²C/dt² = 2H − 4w²C, an oscillation of the mean square radius at frequency 2w.

```lean
/-- The double commutator of the trap operator: `[H, [H, C]] = 4 w² C - 2 H`. -/
theorem double_comm_trap {H0 D C : A} (h : IsConformal H0 D C) (w : ℝ) :
    opComm (hamiltonian H0 C w) (opComm (hamiltonian H0 C w) C)
      = (4 * (w : ℂ) ^ 2) • C - (2 : ℂ) • hamiltonian H0 C w := by
  obtain ⟨e1, e2, e3⟩ := reorder h
  -- the trap term commutes with `C`, so `[H, C] = -i D`
  have h1 : opComm (hamiltonian H0 C w) C = (-I) • D := by
    simp only [opComm, hamiltonian, mul_add, add_mul, smul_mul_assoc, mul_smul_comm, e3]
    module
  rw [h1]
  simp only [opComm, hamiltonian, mul_add, add_mul, smul_mul_assoc, mul_smul_comm, e1, e2]
  match_scalars
  all_goals first | ring1 | (ring_nf; simp only [I_sq]; ring1)
```

## Shifting eigenvalues

Let [H, B] = cB and Hψ = Eψ for complex c and E. Induction on n ≥ 0 uses

  H Bⁿ⁺¹ψ = B H Bⁿψ + cBⁿ⁺¹ψ = (E + (n+1)c) Bⁿ⁺¹ψ,

where `key` is the commutator applied to Bⁿψ.

```lean
/-- If `[H, B] = c B` and `H ψ = E ψ`, then `H Bⁿ ψ = (E + n c) Bⁿ ψ`. -/
theorem shift_pow {H B : Module.End ℂ V} {c E : ℂ} {ψ : V} (hc : opComm H B = c • B)
    (hψ : H ψ = E • ψ) (n : ℕ) : H ((B ^ n) ψ) = (E + n * c) • (B ^ n) ψ := by
  induction n with
  | zero => simpa using hψ
  | succ n ih =>
    have key := LinearMap.congr_fun hc ((B ^ n) ψ)
    simp only [opComm, LinearMap.sub_apply, Module.End.mul_apply, LinearMap.smul_apply, ih,
      map_smul] at key
    rw [pow_succ' B n, Module.End.mul_apply, eq_add_of_sub_eq key]
    push_cast
    module
```

The theorem `ladder` takes n = 1 with c = 2w and with c = −2w. For operators on V obeying the relations, any real w, complex E and an eigenvector ψ of H at E, the vector Bψ is zero or an eigenvector at E + 2w, and Lψ is zero or an eigenvector at E − 2w. `HasEigenvector` includes being nonzero, hence the alternative.

```lean
/-- For an eigenvector `ψ` of `H` at `E`, `B ψ` is zero or an eigenvector at `E + 2 w`, and
`L ψ` is zero or an eigenvector at `E - 2 w`. -/
theorem ladder {H0 D C : Module.End ℂ V} (h : IsConformal H0 D C) (w : ℝ) {E : ℂ} {ψ : V}
    (hψ : (hamiltonian H0 C w).HasEigenvector E ψ) :
    (raising H0 D C w ψ = 0 ∨
      (hamiltonian H0 C w).HasEigenvector (E + 2 * w) (raising H0 D C w ψ)) ∧
    (lowering H0 D C w ψ = 0 ∨
      (hamiltonian H0 C w).HasEigenvector (E - 2 * w) (lowering H0 D C w ψ)) := by
  have up := shift_pow (comm_raising h w) hψ.apply_eq_smul 1
  have down := shift_pow (comm_lowering h w).1 hψ.apply_eq_smul 1
  rw [pow_one, Nat.cast_one, one_mul] at up down
  rw [← sub_eq_add_neg] at down
  exact ⟨or_iff_not_imp_left.mpr fun hne => ⟨Module.End.mem_eigenspace_iff.mpr up, hne⟩,
    or_iff_not_imp_left.mpr fun hne => ⟨Module.End.mem_eigenspace_iff.mpr down, hne⟩⟩
```

## A tower above a state annihilated by L

Suppose also Lψ = 0, and write L Bⁿ⁺¹ψ = aₙBⁿψ. Moving L through one B (the helper `step`) gives

  L Bⁿ⁺¹ψ = 4w H Bⁿψ + B L Bⁿψ,

so a₀ = 4wE and aₙ = 4w(E + 2nw) + aₙ₋₁, which sums to

  aₙ = 4w(n+1)(E + nw).

```lean
/-- If `H ψ = E ψ` and `L ψ = 0`, then `L Bⁿ⁺¹ ψ = 4 w (n + 1) (E + n w) Bⁿ ψ`. -/
theorem lowering_raising_pow {H0 D C : Module.End ℂ V} (h : IsConformal H0 D C) (w : ℝ)
    {E : ℂ} {ψ : V} (hψ : hamiltonian H0 C w ψ = E • ψ) (hL : lowering H0 D C w ψ = 0)
    (n : ℕ) :
    lowering H0 D C w ((raising H0 D C w ^ (n + 1)) ψ)
      = (4 * (w : ℂ) * (n + 1) * (E + n * w)) • (raising H0 D C w ^ n) ψ := by
  have shift := shift_pow (comm_raising h w) hψ
  -- move `L` through one factor `B` with `[L, B] = 4 w H`
  have step : ∀ φ : V, lowering H0 D C w (raising H0 D C w φ)
      = (4 * (w : ℂ)) • hamiltonian H0 C w φ + raising H0 D C w (lowering H0 D C w φ) :=
    fun φ => eq_add_of_sub_eq (LinearMap.congr_fun (comm_lowering h w).2 φ)
  induction n with
  | zero =>
    rw [pow_succ' (raising H0 D C w) 0, pow_zero, mul_one, step, hL, hψ, map_zero,
      Module.End.one_apply]
    push_cast
    module
  | succ n ih =>
    have hb : raising H0 D C w ((raising H0 D C w ^ n) ψ) = (raising H0 D C w ^ (n + 1)) ψ := by
      rw [pow_succ', Module.End.mul_apply]
    rw [pow_succ' (raising H0 D C w) (n + 1), Module.End.mul_apply, step, ih, shift (n + 1),
      map_smul, hb]
    push_cast
    module
```

For w > 0 and real E > 0 every aₙ is positive (`hpos`). If Bⁿ⁺¹ψ were zero, then aₙBⁿψ = 0 would contradict Bⁿψ ≠ 0. Hence every Bⁿψ is an eigenvector at E + 2nw. The theorem does not say that these levels exhaust the spectrum.

```lean
/-- For `w > 0` and an eigenvector `ψ` of `H` at a real `E > 0` with `L ψ = 0`, every `Bⁿ ψ`
is an eigenvector of `H` at `E + 2 n w`. -/
theorem infinite_tower {H0 D C : Module.End ℂ V} (h : IsConformal H0 D C) {w E : ℝ}
    (hw : 0 < w) (hE : 0 < E) {ψ : V} (hψ : (hamiltonian H0 C w).HasEigenvector (E : ℂ) ψ)
    (hL : lowering H0 D C w ψ = 0) (n : ℕ) :
    (hamiltonian H0 C w).HasEigenvector ((E : ℂ) + n * (2 * w)) ((raising H0 D C w ^ n) ψ) := by
  refine ⟨Module.End.mem_eigenspace_iff.mpr
    (shift_pow (comm_raising h w) hψ.apply_eq_smul n), ?_⟩
  induction n with
  | zero => simpa using hψ.2
  | succ n ih =>
    -- `L` sends the new vector to a nonzero multiple of the previous one
    intro h0
    have key := lowering_raising_pow h w hψ.apply_eq_smul hL n
    rw [h0, map_zero] at key
    have hpos : (0 : ℝ) < 4 * w * (n + 1) * (E + n * w) := by positivity
    have hc : (4 * (w : ℂ) * (n + 1) * (E + n * w)) ≠ 0 := by exact_mod_cast hpos.ne'
    exact smul_ne_zero hc ih key.symm
```

A Hilbert-space model with self-adjoint H0, D and C would make L the adjoint of B. Then ‖Bψ‖² = 4wE‖ψ‖² + ‖Lψ‖², so for w > 0 and E > 0 raising would need no hypothesis on Lψ, and Bⁿψ in the tower would be normalised by dividing by ‖ψ‖√(a₀⋯aₙ₋₁). The price is a common invariant domain for unbounded operators. Neither this model nor the time evolution above is formalised.

## One particle in one dimension

For x and d with [d, x] = 1, where momentum is −id, put

  H0 = −d²/2,  D = −i(xd + ½),  C = x²/2.

```lean
/-- The kinetic operator `-d² / 2`. -/
def kinetic (d : A) : A := (-(1 / 2) : ℂ) • (d * d)

/-- The dilation operator `-i (x d + 1 / 2)`. -/
def dilation (x d : A) : A := (-I) • (x * d + (1 / 2 : ℂ) • (1 : A))

/-- The trap operator `x² / 2`. -/
def trap (x : A) : A := (1 / 2 : ℂ) • (x * x)
```

Repeated use of dx = 1 + xd (`e` and `e'`) gives

  [xd, d²] = −2d²,  [xd, x²] = 2x²,  [d², x²] = 4xd + 2,

and the prefactors turn these into the three relations.

```lean
/-- If `[d, x] = 1`, then `-d²/2`, `-i (x d + 1/2)` and `x²/2` obey the three relations. -/
theorem conformal_of_canonical {x d : A} (h : opComm d x = 1) :
    IsConformal (kinetic d) (dilation x d) (trap x) := by
  have e : d * x = 1 + x * d := eq_add_of_sub_eq h
  have e' : ∀ y, d * (x * y) = y + x * (d * y) := fun y => by
    rw [← mul_assoc, e, add_mul, one_mul, mul_assoc]
  have hI : I * I = -1 := I_mul_I
  constructor
  all_goals
    simp only [opComm, kinetic, dilation, trap, mul_add, add_mul, smul_mul_assoc,
      mul_smul_comm, mul_assoc, e, e', mul_one, one_mul]
    match_scalars
    all_goals first | ring1 | (ring_nf; simp only [I_sq]; ring1) | grind
```

A polynomial f stands for the wavefunction f(x) exp(−wx²/2), whose derivative is (f′ − wxf) exp(−wx²/2). So x is multiplication by X and d = ∂ − wX.

```lean
/-- Multiplication by `X` on complex polynomials. -/
def xOp : Module.End ℂ ℂ[X] := LinearMap.mulLeft ℂ Polynomial.X

/-- The operator `∂ - w X` on complex polynomials. -/
def dOp (w : ℝ) : Module.End ℂ ℂ[X] := Polynomial.derivative - (w : ℂ) • xOp
```

The product rule gives [d, x] = 1 (`hc`). From d1 = −wX and dX = 1 − wX²,

  H0 1 = w/2 − w²X²/2,  C 1 = X²/2,  D 1 = −i(½ − wX²),

  H 1 = w/2,  L 1 = w/2 − w²X² − w(½ − wX²) = 0.

The polynomial 1 represents the oscillator ground state, in normalised form (w/π)^(1/4) exp(−wx²/2). For this single non-interacting particle `infinite_tower` yields eigenvectors Bⁿ1 at w/2 + 2nw, the even oscillator levels.

```lean
/-- On polynomials with `x = X`, `d = ∂ - w X` and `w > 0` the relations hold, `L 1 = 0`, and
every `Bⁿ 1` is an eigenvector of `H` at `w / 2 + 2 n w`. -/
theorem conformal_witness {w : ℝ} (hw : 0 < w) :
    IsConformal (kinetic (dOp w)) (dilation xOp (dOp w)) (trap xOp) ∧
    lowering (kinetic (dOp w)) (dilation xOp (dOp w)) (trap xOp) w 1 = 0 ∧
    ∀ n : ℕ, (hamiltonian (kinetic (dOp w)) (trap xOp) w).HasEigenvector
      (((w / 2 : ℝ) : ℂ) + n * (2 * w))
      ((raising (kinetic (dOp w)) (dilation xOp (dOp w)) (trap xOp) w ^ n) 1) := by
  have hx : ∀ f, xOp f = Polynomial.X * f := fun f => by simp [xOp]
  have hd : ∀ f, dOp w f = Polynomial.derivative f - (w : ℂ) • (Polynomial.X * f) :=
    fun f => by simp [dOp, xOp]
  have hc : opComm (dOp w) xOp = 1 := by
    refine LinearMap.ext fun f => ?_
    simp only [opComm, LinearMap.sub_apply, Module.End.mul_apply, Module.End.one_apply, hx, hd,
      Polynomial.derivative_mul, Polynomial.derivative_X, Polynomial.smul_eq_C_mul]
    ring
  have hd1 : dOp w 1 = (-(w : ℂ)) • (Polynomial.X : ℂ[X]) := by rw [hd]; simp
  have hdX : dOp w Polynomial.X = 1 - (w : ℂ) • (Polynomial.X * Polynomial.X) := by
    rw [hd, Polynomial.derivative_X]
  have hL : lowering (kinetic (dOp w)) (dilation xOp (dOp w)) (trap xOp) w 1 = 0 := by
    simp only [lowering, kinetic, dilation, trap, LinearMap.add_apply, LinearMap.sub_apply,
      LinearMap.smul_apply, Module.End.mul_apply, Module.End.one_apply, hd1, map_smul, hdX, hx,
      mul_one, mul_smul_comm]
    match_scalars
    all_goals first | ring1 | (ring_nf; simp only [I_sq]; ring1)
  have hH : hamiltonian (kinetic (dOp w)) (trap xOp) w 1 = ((w / 2 : ℝ) : ℂ) • (1 : ℂ[X]) := by
    simp only [hamiltonian, kinetic, trap, LinearMap.add_apply, LinearMap.smul_apply,
      Module.End.mul_apply, hd1, map_smul, hdX, hx, mul_one]
    push_cast
    module
  have hconf := conformal_of_canonical hc
  exact ⟨hconf, hL, infinite_tower hconf hw (half_pos hw)
    ⟨Module.End.mem_eigenspace_iff.mpr hH, one_ne_zero⟩ hL⟩

end

end BreathingModeLadder
```

```lean
#print axioms BreathingModeLadder.double_comm_trap
#print axioms BreathingModeLadder.ladder
#print axioms BreathingModeLadder.infinite_tower
```

```
'BreathingModeLadder.double_comm_trap' depends on axioms: [propext, Classical.choice, Quot.sound]
'BreathingModeLadder.ladder' depends on axioms: [propext, Classical.choice, Quot.sound]
'BreathingModeLadder.infinite_tower' depends on axioms: [propext, Classical.choice, Quot.sound]
```
